# Local-Energy Variances Add for Two Non-Interacting Subsystems in a Nowhere-Zero Product State

## Two two-level systems

Take a system with two configurations, the Hamiltonian H and the trial state ψ:

H = [[0, −1], [−1, 0]],  ψ = (1, 2)

The local energy at configuration x is (Hψ)(x)/ψ(x). Here Hψ = (−2, −1), so the local energies are −2 and −1/2. Sampling from the normalized square of ψ gives the two configurations probabilities 1/5 and 4/5. The mean energy is −4/5, the mean square is 1, and the variance is 1 − 16/25 = 9/25.

A second system has the same matrix, K = H, and the trial state φ = (1, 3). Its local energies are −3 and −1/3, with probabilities 1/10 and 9/10. The mean is −3/5, the mean square is again 1, and the variance is 16/25.

Now treat the pair as one system without interaction, in the state ψ(x)φ(y). The local energies of the two parts add, and the probabilities multiply:

| (x, y) | local energy | probability |
|---|---|---|
| (1, 1) | −5 | 1/50 |
| (1, 2) | −7/3 | 9/50 |
| (2, 1) | −7/2 | 4/50 |
| (2, 2) | −5/6 | 36/50 |

The mean is −7/5 and the mean square is 74/25, so the variance is 74/25 − 49/25 = 1. This equals 9/25 + 16/25. The mean square of the sum contains a cross term, twice the mean of the product of the two local energies. Independence turns it into twice the product of the means, which the squared total mean removes.

## Sampling the energy of a composite system

In variational Monte Carlo, configurations are drawn from the squared trial state and the local energy is averaged. For independent samples, its variance sets the statistical error of the energy estimate. For finite, non-interacting subsystems in a product trial state, the result says that this variance grows by addition, as the energy does.

Let X and Y be finite configuration sets, H and K real matrices on them, and ψ and φ real trial states, not necessarily normalized. For an observable f on X, write

N_ψ = ∑ₓ ψ(x)²

⟨f⟩_ψ = (1/N_ψ) ∑ₓ ψ(x)² f(x)

Var_ψ(f) = ⟨(f − ⟨f⟩_ψ)²⟩_ψ

The local energies are E_H(x) = (Hψ)(x)/ψ(x) and E_K(y) = (Kφ)(y)/φ(y). The composite system has the state Ψ(x, y) = ψ(x)φ(y) and the Hamiltonian H ⊗ 1 + 1 ⊗ K, with local energy E_tot(x, y).

## What the theorems say

The main theorem, `localEnergy_variance_additive`, assumes that X and Y are nonempty and that ψ and φ vanish nowhere. It concludes that

E_tot(x, y) = E_H(x) + E_K(y) for all x and y

Var_Ψ(E_tot) = Var_ψ(E_H) + Var_φ(E_K)

The objects correspond to the physics as follows.

- `localEnergy H ψ` is E_H. The condition that ψ vanishes nowhere makes the quotient meaningful at every configuration.
- `bornMean` and `bornVariance` are the mean and variance above. Division by N_ψ is part of the definition, so rescaling a nonzero state changes neither. The variance is that of the distribution itself, not an estimate from a finite sample.
- `productState` is Ψ, a function on pairs in `X × Y`.
- `totalHamiltonian` is built with the Kronecker product `⊗ₖ`. The absence of any coupling term is the physical assumption that the subsystems do not interact.

The matrices need not be symmetric for this theorem. Symmetry enters in `localEnergy_variance_eq_quantum`, which, for a symmetric H and a nowhere-zero ψ, identifies the variance of the local energy with the quantum variance of the energy:

Var_ψ(E_H) = (ψ·H²ψ)/(ψ·ψ) − ((ψ·Hψ)/(ψ·ψ))²

The setting excludes continuous coordinates, complex states and trial states that are zero at some configuration; sign changes between configurations are allowed. If the configurations are particle coordinates, it also excludes states antisymmetrized across the two subsystems, which are then not simple products. Correlation between successive Monte Carlo samples is not modelled.

## The local energies add

The matrix elements of the total Hamiltonian are

(H ⊗ 1 + 1 ⊗ K)((x, y), (x′, y′)) = H(x, x′) δ(y, y′) + δ(x, x′) K(y, y′)

where δ is 1 for equal arguments and 0 otherwise. Apply this to Ψ and sum over x′ and y′. In each term the δ removes one of the two sums:

((H ⊗ 1 + 1 ⊗ K)Ψ)(x, y) = (Hψ)(x) φ(y) + ψ(x) (Kφ)(y)

Dividing by ψ(x)φ(y), which is nonzero, gives E_tot(x, y) = E_H(x) + E_K(y).

## The cross terms cancel

Let f and g be arbitrary observables on X and Y. Since Ψ² = ψ²φ², both the weighted sum and the normalization factorize:

∑ₓ ∑_y ψ(x)² φ(y)² f(x) g(y) = (∑ₓ ψ(x)² f(x)) (∑_y φ(y)² g(y))

∑ₓ ∑_y ψ(x)² φ(y)² = N_ψ N_φ

Their quotient is

⟨f g⟩_Ψ = ⟨f⟩_ψ ⟨g⟩_φ

Setting g = 1 gives ⟨f⟩_Ψ = ⟨f⟩_ψ, and setting f = 1 gives ⟨g⟩_Ψ = ⟨g⟩_φ. By linearity,

⟨f + g⟩_Ψ = ⟨f⟩_ψ + ⟨g⟩_φ

For any nonzero state, expanding the square with m = ⟨f⟩_ψ gives

Var_ψ(f) = ⟨f²⟩_ψ − 2m⟨f⟩_ψ + m² = ⟨f²⟩_ψ − ⟨f⟩_ψ²

Apply this identity to f + g in the state Ψ:

Var_Ψ(f + g) = ⟨f²⟩_ψ + ⟨g²⟩_φ + 2⟨f⟩_ψ⟨g⟩_φ − (⟨f⟩_ψ + ⟨g⟩_φ)²

= (⟨f²⟩_ψ − ⟨f⟩_ψ²) + (⟨g²⟩_φ − ⟨g⟩_φ²)

= Var_ψ(f) + Var_φ(g)

The choice f = E_H, g = E_K gives the variance statement.

## Where symmetry enters

From ψ(x)E_H(x) = (Hψ)(x) it follows that

∑ₓ ψ(x)² E_H(x) = ψ·Hψ

∑ₓ ψ(x)² E_H(x)² = (Hψ)·(Hψ) = ψ·HᵀHψ

For symmetric H the last expression is ψ·H²ψ. Dividing both sums by N_ψ = ψ·ψ and inserting them in the variance identity gives the quantum variance.

## Many identical subsystems

The same argument, repeated one subsystem at a time, covers n non-interacting copies in a product of n equal trial states. If one copy has local-energy variance σ², the whole has variance nσ². With M independent samples, the standard error of the total energy is σ√(n/M), and that of the energy per copy is σ/√(nM).

## The Lean file

```lean
import Mathlib

open Matrix
open scoped Kronecker

namespace IndependentSubsystemVariance

noncomputable section

variable {X Y : Type*} [Fintype X] [Fintype Y]

/-- The local energy `(Hψ)(x) / ψ(x)` of a trial state `ψ`. -/
def localEnergy (H : Matrix X X ℝ) (ψ : X → ℝ) : X → ℝ :=
  fun x => (H *ᵥ ψ) x / ψ x

/-- The average of `f` over configurations distributed as the normalized square of `ψ`. -/
def bornMean (ψ f : X → ℝ) : ℝ :=
  (∑ x, ψ x ^ 2 * f x) / ∑ x, ψ x ^ 2

/-- The variance of `f` over configurations distributed as the normalized square of `ψ`. -/
def bornVariance (ψ f : X → ℝ) : ℝ :=
  bornMean ψ (fun x => (f x - bornMean ψ f) ^ 2)

/-- The product state `ψ(x) φ(y)` of two subsystems. -/
def productState (ψ : X → ℝ) (φ : Y → ℝ) : X × Y → ℝ :=
  fun p => ψ p.1 * φ p.2

/-- The Hamiltonian `H ⊗ 1 + 1 ⊗ K` of two subsystems that do not interact. -/
def totalHamiltonian [DecidableEq X] [DecidableEq Y]
    (H : Matrix X X ℝ) (K : Matrix Y Y ℝ) : Matrix (X × Y) (X × Y) ℝ :=
  H ⊗ₖ (1 : Matrix Y Y ℝ) + (1 : Matrix X X ℝ) ⊗ₖ K

/-- A nonzero state has positive squared norm. -/
theorem normSq_pos {ψ : X → ℝ} (hψ : ψ ≠ 0) : 0 < ∑ x, ψ x ^ 2 := by
  obtain ⟨x, hx⟩ := Function.ne_iff.mp hψ
  have hx' : ψ x ≠ 0 := hx
  exact Finset.sum_pos' (fun _ _ => sq_nonneg _) ⟨x, Finset.mem_univ x, by positivity⟩

/-- The average of a sum of two observables is the sum of their averages. -/
theorem bornMean_add (ψ f g : X → ℝ) :
    bornMean ψ (fun x => f x + g x) = bornMean ψ f + bornMean ψ g := by
  simp only [bornMean, mul_add, Finset.sum_add_distrib, add_div]

/-- In a product state, the average of a product of one observable from each subsystem
is the product of the subsystem averages. -/
theorem bornMean_mul (ψ : X → ℝ) (φ : Y → ℝ) (f : X → ℝ) (g : Y → ℝ) :
    bornMean (productState ψ φ) (fun p => f p.1 * g p.2) = bornMean ψ f * bornMean φ g := by
  have h1 : ∑ p : X × Y, productState ψ φ p ^ 2 * (f p.1 * g p.2)
      = (∑ x, ψ x ^ 2 * f x) * ∑ y, φ y ^ 2 * g y := by
    rw [Fintype.sum_prod_type, Finset.sum_mul_sum]
    refine Finset.sum_congr rfl fun x _ => Finset.sum_congr rfl fun y _ => ?_
    simp only [productState]
    ring
  have h2 : ∑ p : X × Y, productState ψ φ p ^ 2 = (∑ x, ψ x ^ 2) * ∑ y, φ y ^ 2 := by
    rw [Fintype.sum_prod_type, Finset.sum_mul_sum]
    refine Finset.sum_congr rfl fun x _ => Finset.sum_congr rfl fun y _ => ?_
    simp only [productState]
    ring
  simp only [bornMean]
  rw [h1, h2, mul_div_mul_comm]

/-- In a product state, the average of `f(x) + g(y)` is the sum of the subsystem averages. -/
theorem bornMean_sum {ψ : X → ℝ} {φ : Y → ℝ} (hψ : ψ ≠ 0) (hφ : φ ≠ 0)
    (f : X → ℝ) (g : Y → ℝ) :
    bornMean (productState ψ φ) (fun p => f p.1 + g p.2) = bornMean ψ f + bornMean φ g := by
  -- the squared states are normalized to total probability one
  have o1 : bornMean ψ (fun _ => 1) = 1 := by
    simp only [bornMean, mul_one]
    exact div_self (normSq_pos hψ).ne'
  have o2 : bornMean φ (fun _ => 1) = 1 := by
    simp only [bornMean, mul_one]
    exact div_self (normSq_pos hφ).ne'
  have h1 := bornMean_mul ψ φ f (fun _ => 1)
  have h2 := bornMean_mul ψ φ (fun _ => 1) g
  simp only [o2, mul_one] at h1
  simp only [o1, one_mul] at h2
  rw [bornMean_add (productState ψ φ) (fun p => f p.1) (fun p => g p.2), h1, h2]

/-- The variance is the mean square minus the square of the mean. -/
theorem bornVariance_eq {ψ : X → ℝ} (hψ : ψ ≠ 0) (f : X → ℝ) :
    bornVariance ψ f = bornMean ψ (fun x => f x ^ 2) - bornMean ψ f ^ 2 := by
  have hN := (normSq_pos hψ).ne'
  have hm : ∑ x, ψ x ^ 2 * f x = bornMean ψ f * ∑ x, ψ x ^ 2 := (div_eq_iff hN).mp rfl
  have hq : ∑ x, ψ x ^ 2 * f x ^ 2 = bornMean ψ (fun x => f x ^ 2) * ∑ x, ψ x ^ 2 :=
    (div_eq_iff hN).mp rfl
  -- expand the squared deviation from an arbitrary reference value
  have hs : ∀ m : ℝ, ∑ x, ψ x ^ 2 * (f x - m) ^ 2
      = ∑ x, ψ x ^ 2 * f x ^ 2 - 2 * m * ∑ x, ψ x ^ 2 * f x + m ^ 2 * ∑ x, ψ x ^ 2 := by
    intro m
    rw [Finset.mul_sum, Finset.mul_sum, ← Finset.sum_sub_distrib, ← Finset.sum_add_distrib]
    exact Finset.sum_congr rfl fun x _ => by ring
  show (∑ x, ψ x ^ 2 * (f x - bornMean ψ f) ^ 2) / ∑ x, ψ x ^ 2 = _
  rw [div_eq_iff hN, hs, hm, hq]
  ring

/-- In a product state, the variance of `f(x) + g(y)` is the sum of the subsystem variances,
for any observables `f` and `g`. -/
theorem bornVariance_add {ψ : X → ℝ} {φ : Y → ℝ} (hψ : ψ ≠ 0) (hφ : φ ≠ 0)
    (f : X → ℝ) (g : Y → ℝ) :
    bornVariance (productState ψ φ) (fun p => f p.1 + g p.2)
      = bornVariance ψ f + bornVariance φ g := by
  have hP : productState ψ φ ≠ 0 := by
    obtain ⟨x, hx⟩ := Function.ne_iff.mp hψ
    obtain ⟨y, hy⟩ := Function.ne_iff.mp hφ
    intro h
    exact mul_ne_zero hx hy (congrFun h (x, y))
  have e : (fun p : X × Y => (f p.1 + g p.2) ^ 2)
      = fun p => (f p.1 ^ 2 + g p.2 ^ 2) + (f p.1 * g p.2 + f p.1 * g p.2) := by
    funext p
    ring
  -- the cross terms factorize and cancel against the square of the total mean
  rw [bornVariance_eq hP, bornVariance_eq hψ, bornVariance_eq hφ, bornMean_sum hψ hφ f g, e,
    bornMean_add (productState ψ φ) (fun p => f p.1 ^ 2 + g p.2 ^ 2)
      (fun p => f p.1 * g p.2 + f p.1 * g p.2),
    bornMean_add (productState ψ φ) (fun p => f p.1 * g p.2) (fun p => f p.1 * g p.2),
    bornMean_sum hψ hφ (fun x => f x ^ 2) (fun y => g y ^ 2), bornMean_mul ψ φ f g]
  ring

/-- The total Hamiltonian acts on a product state by acting on one factor at a time. -/
theorem totalHamiltonian_mulVec [DecidableEq X] [DecidableEq Y] (H : Matrix X X ℝ)
    (K : Matrix Y Y ℝ) (ψ : X → ℝ) (φ : Y → ℝ) (x : X) (y : Y) :
    (totalHamiltonian H K *ᵥ productState ψ φ) (x, y)
      = (H *ᵥ ψ) x * φ y + ψ x * (K *ᵥ φ) y := by
  rw [totalHamiltonian, Matrix.add_mulVec, Pi.add_apply]
  simp only [productState, Matrix.mulVec, dotProduct, Fintype.sum_prod_type,
    Matrix.kroneckerMap_apply, Matrix.one_apply]
  -- the identity factor collapses the sum over the spectator subsystem
  congr 1
  · rw [Finset.sum_mul]
    refine Finset.sum_congr rfl fun x' _ => ?_
    rw [Finset.sum_eq_single y]
    · rw [if_pos rfl]
      ring
    · intro b _ hb
      rw [if_neg hb.symm]
      ring
    · exact fun h => absurd (Finset.mem_univ _) h
  · rw [Finset.sum_eq_single x]
    · rw [Finset.mul_sum]
      refine Finset.sum_congr rfl fun y' _ => ?_
      rw [if_pos rfl]
      ring
    · intro b _ hb
      refine Finset.sum_eq_zero fun y' _ => ?_
      rw [if_neg hb.symm]
      ring
    · exact fun h => absurd (Finset.mem_univ _) h

/-- For two non-interacting subsystems in a nowhere-zero product state, the local energy is
the sum of the subsystem local energies, and so is its variance the sum of their variances. -/
theorem localEnergy_variance_additive [DecidableEq X] [DecidableEq Y] [Nonempty X] [Nonempty Y]
    (H : Matrix X X ℝ) (K : Matrix Y Y ℝ) {ψ : X → ℝ} {φ : Y → ℝ}
    (hψ : ∀ x, ψ x ≠ 0) (hφ : ∀ y, φ y ≠ 0) :
    (∀ x y, localEnergy (totalHamiltonian H K) (productState ψ φ) (x, y)
      = localEnergy H ψ x + localEnergy K φ y) ∧
    bornVariance (productState ψ φ) (localEnergy (totalHamiltonian H K) (productState ψ φ))
      = bornVariance ψ (localEnergy H ψ) + bornVariance φ (localEnergy K φ) := by
  have hE : ∀ x y, localEnergy (totalHamiltonian H K) (productState ψ φ) (x, y)
      = localEnergy H ψ x + localEnergy K φ y := by
    intro x y
    show (totalHamiltonian H K *ᵥ productState ψ φ) (x, y) / (ψ x * φ y)
      = (H *ᵥ ψ) x / ψ x + (K *ᵥ φ) y / φ y
    rw [totalHamiltonian_mulVec, div_add_div _ _ (hψ x) (hφ y)]
  refine ⟨hE, ?_⟩
  have e : localEnergy (totalHamiltonian H K) (productState ψ φ)
      = fun p => localEnergy H ψ p.1 + localEnergy K φ p.2 := funext fun p => hE p.1 p.2
  rw [e]
  exact bornVariance_add (fun h => hψ (Classical.arbitrary X) (congrFun h _))
    (fun h => hφ (Classical.arbitrary Y) (congrFun h _)) _ _

/-- For a symmetric Hamiltonian and a nowhere-zero state, the variance of the local energy is
the quantum variance `⟨H²⟩ - ⟨H⟩²`. -/
theorem localEnergy_variance_eq_quantum [Nonempty X] {H : Matrix X X ℝ} (hH : H.IsSymm)
    {ψ : X → ℝ} (hψ : ∀ x, ψ x ≠ 0) :
    bornVariance ψ (localEnergy H ψ)
      = (ψ ⬝ᵥ ((H * H) *ᵥ ψ)) / (ψ ⬝ᵥ ψ) - ((ψ ⬝ᵥ (H *ᵥ ψ)) / (ψ ⬝ᵥ ψ)) ^ 2 := by
  have hne : ψ ≠ 0 := fun h => hψ (Classical.arbitrary X) (congrFun h _)
  have hl : ∀ x, ψ x * localEnergy H ψ x = (H *ᵥ ψ) x := by
    intro x
    have hx := hψ x
    simp only [localEnergy]
    field_simp
  have hN : ∑ x, ψ x ^ 2 = ψ ⬝ᵥ ψ := Finset.sum_congr rfl fun x _ => pow_two _
  have h1 : ∑ x, ψ x ^ 2 * localEnergy H ψ x = ψ ⬝ᵥ (H *ᵥ ψ) :=
    Finset.sum_congr rfl fun x _ => by linear_combination ψ x * hl x
  -- symmetry moves one factor of `H` onto the left state
  have h2 : ∑ x, ψ x ^ 2 * localEnergy H ψ x ^ 2 = ψ ⬝ᵥ ((H * H) *ᵥ ψ) := by
    rw [← Matrix.mulVec_mulVec, Matrix.dotProduct_mulVec, ← Matrix.mulVec_transpose, hH.eq]
    exact Finset.sum_congr rfl fun x _ => by
      linear_combination (ψ x * localEnergy H ψ x + (H *ᵥ ψ) x) * hl x
  rw [bornVariance_eq hne]
  simp only [bornMean]
  rw [h1, h2, hN]

end

end IndependentSubsystemVariance
```

```lean
#print axioms IndependentSubsystemVariance.localEnergy_variance_additive
#print axioms IndependentSubsystemVariance.localEnergy_variance_eq_quantum
```

```
'IndependentSubsystemVariance.localEnergy_variance_additive' depends on axioms: [propext, Classical.choice, Quot.sound]
'IndependentSubsystemVariance.localEnergy_variance_eq_quantum' depends on axioms: [propext, Classical.choice, Quot.sound]
```

## How the proof follows the derivation

**Means.** `normSq_pos` shows N_ψ > 0 for a nonzero state: every term is nonnegative and at least one is positive. This justifies the later divisions by N_ψ. `bornMean_add` is additivity of the mean. In `bornMean_mul`, the facts `h1` and `h2` are the two factorized sums. `Fintype.sum_prod_type` writes a sum over pairs as a double sum, and `Finset.sum_mul_sum` does the same for the product of two sums, after which the terms agree by `ring`. `bornMean_sum` then inserts the constant observable 1 for one factor at a time.

**Variances.** In `bornVariance_eq`, the fact `hs` expands the squared deviation from an arbitrary reference value m. The proof then takes m to be the mean, clears the denominator with `div_eq_iff`, and finishes with `ring`. `bornVariance_add` first checks that the product state is nonzero, by choosing a configuration of each subsystem where the amplitude is nonzero. It writes the cross term 2fg as fg + fg, so that `bornMean_add` and `bornMean_mul` apply directly. The final `ring` is the cancellation of the cross terms.

**The Hamiltonian.** `totalHamiltonian_mulVec` proves the formula for the action on Ψ. After the matrix products are written as sums, `congr 1` separates the two terms of the Hamiltonian. In each, `Finset.sum_eq_single` keeps the one value of the spectator coordinate at which the identity matrix is nonzero.

**The main theorem.** The fact `hE` divides that formula by ψ(x)φ(y), using `div_add_div` to put the two subsystem fractions over a common denominator. Rewriting the total local energy as a sum reduces the variance claim to `bornVariance_add`. Nonemptiness supplies a configuration at which the amplitude is nonzero, so the state itself is nonzero.

**The quantum variance.** In `localEnergy_variance_eq_quantum`, `hl` is the relation ψE_H = Hψ, and `h1` and `h2` are the two sums from the derivation. The rewriting in `h2` moves one factor of H onto the left state as its transpose, and `hH.eq` replaces the transpose by H. The remaining termwise identity is a difference of squares, which `linear_combination` derives from `hl`.
